# The interface current as a trace over the device, for anti-Hermitian lesser functions

Q: A transport calculation eliminates the lead. It keeps a self-energy on the device and never stores the block of the lesser Green function that connects device and lead orbitals, yet the current through the interface is defined by that block. An identity between this definition and a trace over device matrices would tie the number that a program prints to the flow of particles and fix where each sign and adjoint belongs. You say the identity is proved. What is the calculation?

A: Fix one energy \(E\). Let \(G\) and \(n\) be the retarded and lesser functions of the device, \(g\) and \(m\) those of the uncoupled lead, and \(V\) the coupling, with device rows and lead columns. Advanced functions are the adjoints \(G^\dagger\) and \(g^\dagger\). For a non-interacting lead the device-lead and lead-device blocks of the lesser function are
\[ C = G V m + n V g^\dagger, \qquad C' = m V^\dagger G^\dagger + g V^\dagger n, \]
and the energy-resolved current is \(J = \mathrm{Tr}(V^\dagger C + C^\dagger V)\), a trace over the lead. Assume \(n^\dagger = -n\) and \(m^\dagger = -m\). Then
\[ C^\dagger = m^\dagger V^\dagger G^\dagger + g V^\dagger n^\dagger = -C', \]
so \(J = \mathrm{Tr}(V^\dagger C) - \mathrm{Tr}(C' V)\). Define the retarded self-energy \(S = V g V^\dagger\), whose adjoint is \(S^\dagger = V g^\dagger V^\dagger\), and the lesser self-energy \(s = V m V^\dagger\). Cyclicity of the trace holds for rectangular factors, and it moves each of the four terms to the device:
\[ \mathrm{Tr}(V^\dagger C) = \mathrm{Tr}(V^\dagger G V m) + \mathrm{Tr}(V^\dagger n V g^\dagger) = \mathrm{Tr}(sG) + \mathrm{Tr}(S^\dagger n), \]
\[ \mathrm{Tr}(C' V) = \mathrm{Tr}(m V^\dagger G^\dagger V) + \mathrm{Tr}(g V^\dagger n V) = \mathrm{Tr}(sG^\dagger) + \mathrm{Tr}(S n). \]
Subtracting,
\[ J = \mathrm{Tr}\big(s\,(G - G^\dagger) - (S - S^\dagger)\,n\big). \]

Q: A lead is semi-infinite. A statement about finite matrices seems to throw away the continuum that carries the current.

A: The index types `D`, `L` and `R` label the orbitals of the device, the left lead and the right lead. They are finite and of unrelated sizes; one orbital is allowed, and for an empty set both sides are zero.

In Lean 4 with Mathlib:

```lean
import Mathlib

open Matrix Complex

namespace InterfaceCurrent

noncomputable section

variable {D L R : Type*} [Fintype D] [Fintype L] [Fintype R]
```

`L` need only cover the lead orbitals that \(V\) touches. The matrix \(g\) is arbitrary, so it may be the surface block of the Green function of a semi-infinite lead, with \(g \ne g^\dagger\). How \(g\) comes from a lead Hamiltonian is never used. The sandwich \(V x V^\dagger\) of a lead matrix \(x\) is `embed V x`, where `ᴴ` is \(\dagger\), so that \(S\) is `embed V g` and \(s\) is `embed V m`.

```lean
/-- A lead function `x` carried to the device by the coupling: `V x Vᴴ`. -/
def embed (V : Matrix D L ℂ) (x : Matrix L L ℂ) : Matrix D D ℂ := V * x * Vᴴ
```

Q: And the block \(C\)? Is it derived from the contour Dyson equation?

A: No, it is a definition, and so is \(C'\). They stand for the lesser component of the contour product of the device function, the coupling and the lead function, which is the form the mixed block takes when the lead is non-interacting and couples through a one-body term. The device functions \(G\) and \(n\) are not tied to any Hamiltonian in the main identity, so they may contain interactions.

```lean
/-- Device-lead block of the lesser function, `C = G V m + n V gᴴ`. -/
def mixedLesser (G n : Matrix D D ℂ) (V : Matrix D L ℂ) (g m : Matrix L L ℂ) : Matrix D L ℂ :=
  G * V * m + n * V * gᴴ

/-- Lead-device block of the lesser function, `C' = m Vᴴ Gᴴ + g Vᴴ n`. -/
def mixedLesserRev (G n : Matrix D D ℂ) (V : Matrix D L ℂ) (g m : Matrix L L ℂ) :
    Matrix L D ℂ :=
  m * Vᴴ * Gᴴ + g * Vᴴ * n
```

Q: Which signs and units does the current carry?

```lean
/-- Energy-resolved current through the interface, `Tr (Vᴴ C + Cᴴ V)`. -/
def interfaceCurrent (V C : Matrix D L ℂ) : ℂ := trace (Vᴴ * C + Cᴴ * V)
```

A: Let \(d_a\) and \(c_l\) annihilate a particle in device orbital \(a\) and lead orbital \(l\), and take the coupling \(\sum_{a,l} V_{al}\, d_a^\dagger c_l\) plus its adjoint. With the convention that the equal-time block has entries \(i\langle c_l^\dagger d_a\rangle\), in a steady state the term that this coupling contributes to the Heisenberg equation for the device particle number is the rate \(h^{-1}\int J\,dE\), with \(h\) Planck's constant. So \(J\) is dimensionless and positive when particles enter the device. The factor \(i\) in that convention is what makes \(n\) and \(m\) anti-Hermitian: each is \(i\) times a Hermitian occupation density. The prefactor, the charge, spin degeneracy and the energy integral are absent from the theorems. Two more definitions are needed later: the broadening \(\Gamma = i(S - S^\dagger)\), and the equilibrium lesser function \(-f(g - g^\dagger)\), which is \(i f\) times the spectral function \(i(g - g^\dagger)\) for a real occupation \(f\).

```lean
/-- Broadening matrix `Γ = i (S - Sᴴ)` of a retarded self-energy. -/
def broadening (S : Matrix D D ℂ) : Matrix D D ℂ := I • (S - Sᴴ)

/-- Equilibrium lesser function `-f (g - gᴴ)` at real occupation `f`. -/
def eqLesser {K : Type*} (f : ℝ) (g : Matrix K K ℂ) : Matrix K K ℂ := (-(f : ℂ)) • (g - gᴴ)
```

Q: Show me that the proof is the calculation you wrote.

A: The first lemma is \((V x V^\dagger)^\dagger = V x^\dagger V^\dagger\), which identifies \(S^\dagger\).

```lean
omit [Fintype D] in
/-- The adjoint of `V x Vᴴ` is `V xᴴ Vᴴ`. -/
theorem embed_conjTranspose (V : Matrix D L ℂ) (x : Matrix L L ℂ) :
    (embed V x)ᴴ = embed V xᴴ := by
  simp only [embed, conjTranspose_mul, conjTranspose_conjTranspose, Matrix.mul_assoc]
```

The second is \(C^\dagger = -C'\). Here the hypotheses `hn` and `hm` do their work: the `simp only` call reverses the products and substitutes them, and `abel` collects the two minus signs.

```lean
/-- For anti-Hermitian lesser functions `n` and `m`, the adjoint of the device-lead block is
minus the lead-device block. -/
theorem mixedLesser_conjTranspose (G n : Matrix D D ℂ) (V : Matrix D L ℂ) (g m : Matrix L L ℂ)
    (hn : nᴴ = -n) (hm : mᴴ = -m) :
    (mixedLesser G n V g m)ᴴ = -mixedLesserRev G n V g m := by
  simp only [mixedLesser, mixedLesserRev, conjTranspose_add, conjTranspose_mul,
    conjTranspose_conjTranspose, hn, hm, Matrix.neg_mul, Matrix.mul_neg, Matrix.mul_assoc]
  abel
```

The third is the cyclicity step, with no condition on any matrix. For a device matrix \(X\) and a lead matrix \(y\), `hin` says \(\mathrm{Tr}(V^\dagger X V y) = \mathrm{Tr}(V y V^\dagger X)\) and covers the two terms of \(\mathrm{Tr}(V^\dagger C)\); `hout` does the same for \(\mathrm{Tr}(y V^\dagger X V)\), the terms of \(\mathrm{Tr}(C'V)\). After both sides are expanded into four traces, `ring` matches them.

```lean
/-- For arbitrary matrices, `Tr (Vᴴ C - C' V) = Tr (s (G - Gᴴ) - (S - Sᴴ) n)` with
`S = V g Vᴴ` and `s = V m Vᴴ`. -/
theorem block_current (G n : Matrix D D ℂ) (V : Matrix D L ℂ) (g m : Matrix L L ℂ) :
    trace (Vᴴ * mixedLesser G n V g m - mixedLesserRev G n V g m * V)
      = trace (embed V m * (G - Gᴴ) - (embed V g - (embed V g)ᴴ) * n) := by
  -- cyclicity moves each trace from the lead space to the device space
  have hin : ∀ (X : Matrix D D ℂ) (y : Matrix L L ℂ),
      trace (Vᴴ * (X * V * y)) = trace (embed V y * X) := by
    intro X y
    rw [trace_mul_comm Vᴴ, trace_mul_comm (embed V y)]
    simp only [embed, Matrix.mul_assoc]
  have hout : ∀ (X : Matrix D D ℂ) (y : Matrix L L ℂ),
      trace (y * Vᴴ * X * V) = trace (embed V y * X) := by
    intro X y
    rw [trace_mul_comm _ V]
    simp only [embed, Matrix.mul_assoc]
  simp only [mixedLesser, mixedLesserRev, Matrix.mul_add, Matrix.add_mul, Matrix.mul_sub,
    Matrix.sub_mul, trace_sub, trace_add, hin, hout, embed_conjTranspose]
  ring
```

The main theorem reads: for all complex matrices \(G, n, V, g, m\) of the right shapes with \(n\) and \(m\) anti-Hermitian, \(J\) equals the device trace. Its proof replaces \(C^\dagger\) by \(-C'\) and applies `block_current`.

```lean
/-- For anti-Hermitian `n` and `m` and `C = G V m + n V gᴴ`, the interface current
`Tr (Vᴴ C + Cᴴ V)` equals `Tr (s (G - Gᴴ) - (S - Sᴴ) n)` with `S = V g Vᴴ`, `s = V m Vᴴ`. -/
theorem interface_current (G n : Matrix D D ℂ) (V : Matrix D L ℂ) (g m : Matrix L L ℂ)
    (hn : nᴴ = -n) (hm : mᴴ = -m) :
    interfaceCurrent V (mixedLesser G n V g m)
      = trace (embed V m * (G - Gᴴ) - (embed V g - (embed V g)ᴴ) * n) := by
  rw [interfaceCurrent, mixedLesser_conjTranspose G n V g m hn hm, Matrix.neg_mul,
    ← sub_eq_add_neg, block_current]
```

Q: Nothing there says that \(G\) and \(g\) are retarded. And are the two hypotheses doing real work?

A: Retardedness is an interpretation: no analyticity and no sign of \(\Gamma\) is assumed, and none is concluded. The hypotheses matter. First, \(J\) is real for every \(V\) and \(C\), because \(V^\dagger C + C^\dagger V\) equals its own adjoint; the proof writes the conjugate of the trace as the trace of the adjoint and swaps the two terms.

```lean
/-- The interface current is real. -/
theorem interfaceCurrent_im (V C : Matrix D L ℂ) : (interfaceCurrent V C).im = 0 := by
  have h : star (interfaceCurrent V C) = interfaceCurrent V C := by
    rw [interfaceCurrent, ← trace_conjTranspose]
    simp only [conjTranspose_add, conjTranspose_mul, conjTranspose_conjTranspose]
    rw [add_comm]
  exact Complex.conj_eq_iff_im.mp h
```

Now take one orbital on each side, \(V = 1\), \(g = -i\), \(m = 0\), any \(G\), and the Hermitian value \(n = 1\), as happens if the occupation density is passed without its factor \(i\). Then \(C = i\) and \(J = i - i = 0\), while the device trace is \(-(-2i)\cdot 1 = 2i\), which is not even real. The mirror case \(V = 1\), \(n = 0\), \(m = 1\), \(G = -i\) gives \(J = 0\) against \(-2i\).

Q: I know this current as in-scattering minus out-scattering.

A: Keep \(n\) and \(m\) anti-Hermitian, which the theorem below still requires. That form then follows once greater functions \(n'\) and \(m'\) are given with \(n' - n = G - G^\dagger\) and \(m' - m = g - g^\dagger\), the usual relation among the four Keldysh components, taken here as hypotheses `hn'` and `hm'`. With \(s' = V m' V^\dagger\), the second gives \(S - S^\dagger = s' - s\), which is `hS`. Then
\[ s(n' - n) - (s' - s)n = s n' - s' n, \]
already as matrices, and \(J = \mathrm{Tr}(s n' - s' n)\).

```lean
/-- If the greater functions satisfy `n' - n = G - Gᴴ` and `m' - m = g - gᴴ`, the interface
current is `Tr (V m Vᴴ n' - V m' Vᴴ n)`. -/
theorem interface_current_greater (G n n' : Matrix D D ℂ) (V : Matrix D L ℂ)
    (g m m' : Matrix L L ℂ) (hn : nᴴ = -n) (hm : mᴴ = -m)
    (hn' : n' - n = G - Gᴴ) (hm' : m' - m = g - gᴴ) :
    interfaceCurrent V (mixedLesser G n V g m) = trace (embed V m * n' - embed V m' * n) := by
  have hS : embed V g - (embed V g)ᴴ = embed V m' - embed V m := by
    rw [embed_conjTranspose]
    simp only [embed, ← Matrix.sub_mul, ← Matrix.mul_sub, hm']
  rw [interface_current G n V g m hn hm, hS, ← hn']
  -- the terms `s n` cancel
  congr 1
  simp only [Matrix.mul_sub, Matrix.sub_mul]
  abel
```

Q: So far the device could be anything. Where does a transmission come from?

A: From three further inputs. The first is the Dyson equation \(G(E - H - S) = 1\) with a Hermitian device Hamiltonian \(H\), real \(E\) and, in this lemma, any matrix \(S\); the unit matrix next to \(E\) means an orthonormal basis. Its adjoint is \((E - H - S^\dagger)G^\dagger = 1\), which is `hA`. Write \(G = G(E - H - S^\dagger)G^\dagger\) and \(G^\dagger = G(E - H - S)G^\dagger\) and subtract, as `key` does:
\[ G - G^\dagger = G(S - S^\dagger)G^\dagger. \]

```lean
/-- If `G (E - H - S) = 1` with `H` Hermitian and `E` real, then `G - Gᴴ = G (S - Sᴴ) Gᴴ`. -/
theorem spectral_identity [DecidableEq D] (G H S : Matrix D D ℂ) (E : ℝ) (hH : H.IsHermitian)
    (hG : G * ((E : ℂ) • (1 : Matrix D D ℂ) - H - S) = 1) :
    G - Gᴴ = G * (S - Sᴴ) * Gᴴ := by
  -- the advanced Dyson equation
  have hA : ((E : ℂ) • (1 : Matrix D D ℂ) - H - Sᴴ) * Gᴴ = 1 := by
    have h := congrArg conjTranspose hG
    have hE : star (E : ℂ) = E := by simp
    rwa [conjTranspose_mul, conjTranspose_sub, conjTranspose_sub, conjTranspose_smul,
      conjTranspose_one, hH.eq, hE] at h
  have key : ∀ A : Matrix D D ℂ,
      G * ((A - H - Sᴴ) * Gᴴ) - G * (A - H - S) * Gᴴ = G * (S - Sᴴ) * Gᴴ := by
    intro A
    noncomm_ring
  rw [← key ((E : ℂ) • 1), hA, hG, mul_one, one_mul]
```

The second input is equilibrium in each lead, \(m = -f(g - g^\dagger)\). Linearity of the sandwich gives \(s = -f(S - S^\dagger)\), and a matrix of this form is anti-Hermitian because \(f\) is real.

```lean
omit [Fintype D] in
/-- For an equilibrium lead, `V m Vᴴ = -f (S - Sᴴ)` with `S = V g Vᴴ`; and `-f (x - xᴴ)` is
anti-Hermitian for every square matrix `x`. -/
theorem equilibrium_lead (V : Matrix D L ℂ) (f : ℝ) (g : Matrix L L ℂ) :
    embed V (eqLesser f g) = eqLesser f (embed V g) ∧
      ∀ {K : Type*} (x : Matrix K K ℂ), (eqLesser f x)ᴴ = -eqLesser f x := by
  constructor
  · rw [eqLesser, eqLesser, embed_conjTranspose]
    simp only [embed, Matrix.mul_smul, Matrix.smul_mul, Matrix.mul_sub, Matrix.sub_mul]
  · intro K x
    have hf : star (-(f : ℂ)) = -(f : ℂ) := by simp
    rw [eqLesser, conjTranspose_smul, conjTranspose_sub, conjTranspose_conjTranspose, hf]
    module
```

The third is the Keldysh equation \(n = G(s_L + s_R)G^\dagger\), where the subscripts mark the left and right lead. It says that the device is filled only from the leads, with no inelastic scattering and no memory of its initial occupation. The Dyson equation now holds with \(S_L + S_R\), and \(H\) is again Hermitian (`hH`). Put \(A = S_L - S_L^\dagger\) and \(B = S_R - S_R^\dagger\), so \(s_L = -f_L A\) and \(s_R = -f_R B\). At the left interface
\[ J = \mathrm{Tr}\big(-f_L A\,G(A + B)G^\dagger + A\,G(f_L A + f_R B)G^\dagger\big) = (f_R - f_L)\,\mathrm{Tr}(A G B G^\dagger), \]
since the terms with \(A\) twice cancel. As \(\Gamma_L = iA\) and \(\Gamma_R = iB\), this is \((f_L - f_R)\,\mathrm{Tr}(\Gamma_L G \Gamma_R G^\dagger)\). In the proof, `hanti` derives \(n^\dagger = -n\) from the Keldysh equation, the two `generalize` lines introduce \(A\) and \(B\), and `linear_combination` supplies \(i\cdot i = -1\).

```lean
/-- Caroli formula: for two equilibrium leads, `G (E - H - S_L - S_R) = 1` and
`n = G (s_L + s_R) Gᴴ`, the current at the left interface is
`(f_L - f_R) Tr (Γ_L G Γ_R Gᴴ)`. -/
theorem caroli_current [DecidableEq D] (G n H : Matrix D D ℂ) (E fL fR : ℝ)
    (VL : Matrix D L ℂ) (gL : Matrix L L ℂ) (VR : Matrix D R ℂ) (gR : Matrix R R ℂ)
    (hH : H.IsHermitian)
    (hG : G * ((E : ℂ) • (1 : Matrix D D ℂ) - H - (embed VL gL + embed VR gR)) = 1)
    (hn : n = G * (embed VL (eqLesser fL gL) + embed VR (eqLesser fR gR)) * Gᴴ) :
    interfaceCurrent VL (mixedLesser G n VL gL (eqLesser fL gL))
      = ((fL : ℂ) - fR) *
        trace (broadening (embed VL gL) * G * broadening (embed VR gR) * Gᴴ) := by
  have eL := (equilibrium_lead.{_, _, 0} VL fL gL).1
  have eR := (equilibrium_lead.{_, _, 0} VR fR gR).1
  have aL := (equilibrium_lead VL fL gL).2 (embed VL gL)
  have aR := (equilibrium_lead VR fR gR).2 (embed VR gR)
  rw [eL, eR] at hn
  -- the Keldysh lesser function is anti-Hermitian
  have hanti : nᴴ = -n := by
    rw [hn]
    simp only [conjTranspose_mul, conjTranspose_add, conjTranspose_conjTranspose, aL, aR]
    noncomm_ring
  have hsum : embed VL gL + embed VR gR - (embed VL gL + embed VR gR)ᴴ
      = (embed VL gL - (embed VL gL)ᴴ) + (embed VR gR - (embed VR gR)ᴴ) := by
    rw [conjTranspose_add]
    abel
  rw [interface_current G n VL gL _ hanti ((equilibrium_lead VL fL gL).2 gL),
    spectral_identity G H _ E hH hG, hsum, hn, eL]
  simp only [eqLesser, broadening]
  generalize embed VL gL - (embed VL gL)ᴴ = A
  generalize embed VR gR - (embed VR gR)ᴴ = B
  -- the left-left terms cancel, the left-right terms remain
  simp only [mul_add, add_mul, smul_mul_assoc, mul_smul_comm, trace_add, trace_sub,
    trace_smul, smul_eq_mul, mul_assoc]
  linear_combination ((fR : ℂ) - fL) * trace (A * (G * (B * Gᴴ))) * Complex.I_mul_I
```

Q: Is that the Caroli formula as I would use it?

A: It is its integrand at one energy, for a non-interacting or mean-field device with finitely many orbitals, which is the setting of coherent transmission through a molecular or nanoscale junction. The numbers `fL` and `fR` are arbitrary reals and not Fermi functions. The Dyson and Keldysh equations are the assumptions `hG` and `hn`. No bound on the transmission \(\mathrm{Tr}(\Gamma_L G\Gamma_R G^\dagger)\) is stated, and an energy at which \(E - H - S_L - S_R\) is singular is excluded by `hG`.

Q: How does this look in a program?

A: At each energy of a grid one obtains the surface matrices \(g_L\) and \(g_R\), forms \(S_L\), \(S_R\) and \(\Gamma_L\), \(\Gamma_R\), inverts \(E - H - S_L - S_R\), builds \(n\), and takes a trace of device size; \(C\) is never formed. One detail deserves care. If a small \(\eta > 0\) is added as \(E + i\eta\) in the device inversion, the interface identity is untouched, but \(G - G^\dagger\) gains the term \(-2i\eta\, G G^\dagger\), and with the same Keldysh equation the left current exceeds the Caroli value by \(2\eta f_L \mathrm{Tr}(\Gamma_L G G^\dagger)\). This estimate, the two counter-examples and the Heisenberg argument for the units are side computations that no theorem here contains.

Q: One last doubt. Dyson, Keldysh and anti-Hermiticity together might force the current to vanish.

A: A resonant level shows they do not. One device orbital couples through \(V = (1, 0)\) to the first orbital of a two-orbital lead, with \(g = -i\) times the unit matrix, and both leads are alike.

```lean
/-- Coupling of a single level to the first orbital of a two-orbital lead. -/
def wV : Matrix (Fin 1) (Fin 2) ℂ := !![1, 0]

/-- Retarded function `-i` on each orbital of a two-orbital lead. -/
def wg : Matrix (Fin 2) (Fin 2) ℂ := !![-I, 0; 0, -I]

/-- Retarded function `-i/2` of the single level. -/
def wG : Matrix (Fin 1) (Fin 1) ℂ := !![-I / 2]
```

Each self-energy is \(S = -i\), which is `hS`, so \(\Gamma = 2\). With \(H = 0\) and \(E = 0\), \(G = -i/2\) satisfies \(G \cdot 2i = 1\). For \(f_L = 1\) and \(f_R = 0\) we get \(s_L = 2i\), \(s_R = 0\) and \(n = |G|^2 \cdot 2i = i/2\). The device trace is \(2i\cdot(-i) - (-2i)(i/2) = 2 - 1 = 1\), the value of full transmission on resonance. The theorem lists the Dyson equation, the Keldysh equation, the two anti-Hermiticity conditions and \(J = 1\); the last part goes through `interface_current` and then evaluates the one-by-one trace.

```lean
/-- A level with `H = 0` at `E = 0` between a filled and an empty lead satisfies the Dyson and
Keldysh equations with anti-Hermitian `n = i/2` and `m`, and the interface current is `1`. -/
theorem interface_current_witness :
    wG * (((0 : ℝ) : ℂ) • (1 : Matrix (Fin 1) (Fin 1) ℂ) - 0 - (embed wV wg + embed wV wg)) = 1 ∧
    !![I / 2] = wG * (embed wV (eqLesser 1 wg) + embed wV (eqLesser 0 wg)) * wGᴴ ∧
    (!![I / 2] : Matrix (Fin 1) (Fin 1) ℂ)ᴴ = -!![I / 2] ∧
    (eqLesser 1 wg)ᴴ = -eqLesser 1 wg ∧
    interfaceCurrent wV (mixedLesser wG !![I / 2] wV wg (eqLesser 1 wg)) = 1 := by
  have hS : embed wV wg = !![-I] := by
    ext i j
    fin_cases i
    fin_cases j
    simp [embed, wV, wg, Matrix.mul_apply, Fin.sum_univ_succ, conjTranspose_apply]
  have e : ∀ f : ℝ, embed wV (eqLesser f wg) = eqLesser f !![-I] := fun f => by
    rw [(equilibrium_lead.{_, _, 0} wV f wg).1, hS]
  have hn : (!![I / 2] : Matrix (Fin 1) (Fin 1) ℂ)ᴴ = -!![I / 2] := by
    ext i j
    fin_cases i
    fin_cases j
    simp [conjTranspose_apply, Complex.ext_iff]
    norm_num
  have hm := (equilibrium_lead wV 1 wg).2 wg
  refine ⟨?_, ?_, hn, hm, ?_⟩
  · rw [hS]
    ext i j
    fin_cases i
    fin_cases j
    simp [wG, Matrix.mul_apply, Complex.ext_iff]
    all_goals norm_num
  · rw [e, e]
    ext i j
    fin_cases i
    fin_cases j
    simp [wG, eqLesser, Matrix.mul_apply, Matrix.vecMul, dotProduct, Matrix.sub_apply,
      conjTranspose_apply, Complex.ext_iff]
    all_goals norm_num
  · rw [interface_current _ _ _ _ _ hn hm, e, hS]
    simp [wG, eqLesser, trace, Matrix.mul_apply, conjTranspose_apply, Complex.ext_iff]
    all_goals norm_num

end

end InterfaceCurrent
```

```lean
#print axioms InterfaceCurrent.interface_current
#print axioms InterfaceCurrent.interfaceCurrent_im
#print axioms InterfaceCurrent.interface_current_greater
#print axioms InterfaceCurrent.caroli_current
```

```
'InterfaceCurrent.interface_current' depends on axioms: [propext, Classical.choice, Quot.sound]
'InterfaceCurrent.interfaceCurrent_im' depends on axioms: [propext, Classical.choice, Quot.sound]
'InterfaceCurrent.interface_current_greater' depends on axioms: [propext, Classical.choice, Quot.sound]
'InterfaceCurrent.caroli_current' depends on axioms: [propext, Classical.choice, Quot.sound]
```
